# A sech pulse with a matched tanh frequency sweep completely inverts a spin without relaxation

A pulse that lasts for all time has no first instant, so "the spin starts down" is modelled here as a limit: the Bloch vector (u, v, w) tends to (0, 0, −1) as t → −∞. The Bloch equations themselves are a condition on three real functions of time, which any candidate motion either satisfies or does not. No propagator is constructed.

```lean
import Mathlib

open Filter Topology

namespace SechPulseInversion

noncomputable section
```

## The pulse and the equations of motion

The pulse envelope is the hyperbolic secant,

sech x = 1 / cosh x.

```lean
/-- The hyperbolic secant. -/
def sech (x : ℝ) : ℝ := 1 / Real.cosh x
```

Let b be the rate of the pulse, μ the real sweep parameter, and s = √(1 + μ²). The Rabi frequency, which is the strength of the radiofrequency field in angular units, is

W(t) = s b sech(bt).

The factor s ties the peak field to the sweep: at fixed b, a wider sweep comes with a stronger field.

```lean
/-- The Rabi frequency of the sech pulse with rate `b` and sweep parameter `μ`. -/
def rabi (μ b t : ℝ) : ℝ := Real.sqrt (1 + μ ^ 2) * b * sech (b * t)
```

The detuning is the offset between the spin and the instantaneous frequency of the pulse. For b > 0 it runs from −μb to μb and vanishes at t = 0:

D(t) = μ b tanh(bt).

```lean
/-- The detuning of the sech pulse, swept as a hyperbolic tangent. -/
def detuning (μ b t : ℝ) : ℝ := μ * b * Real.tanh (b * t)
```

In the frame that follows the phase of the pulse, and without relaxation, the Bloch equations are

du/dt = −D v
dv/dt = D u + W w
dw/dt = −W v.

This is a rotation about the vector (−W, 0, D), which fixes the sign convention. In `IsBlochSolution` each line is a `HasDerivAt` statement: the function on the left has the stated derivative at every real t.

```lean
/-- The Bloch equations without relaxation, for Rabi frequency `W` and detuning `D`. -/
structure IsBlochSolution (W D u v w : ℝ → ℝ) : Prop where
  du : ∀ t, HasDerivAt u (-D t * v t) t
  dv : ∀ t, HasDerivAt v (D t * u t + W t * w t) t
  dw : ∀ t, HasDerivAt w (-W t * v t) t
```

## The proposed trajectory

Call the explicit trajectory p = (p_u, p_v, p_w). Its first transverse component is

p_u(t) = −μ sech(bt) / s.

```lean
/-- First transverse component of the sech-pulse trajectory. -/
def pulseU (μ b t : ℝ) : ℝ := -μ * sech (b * t) / Real.sqrt (1 + μ ^ 2)
```

The second is

p_v(t) = −sech(bt) / s.

```lean
/-- Second transverse component of the sech-pulse trajectory. -/
def pulseV (μ b t : ℝ) : ℝ := -sech (b * t) / Real.sqrt (1 + μ ^ 2)
```

The longitudinal component, which measures the population difference, does not depend on μ:

p_w(t) = tanh(bt).

```lean
/-- Longitudinal component of the sech-pulse trajectory. -/
def pulseW (b t : ℝ) : ℝ := Real.tanh (b * t)
```

## Identities, derivatives and limits

Since cosh² x = 1 + sinh² x,

sech² x + tanh² x = (1 + sinh² x) / cosh² x = 1.

```lean
/-- The squares of sech and tanh add up to one. -/
theorem sech_sq_add_tanh_sq (x : ℝ) : sech x ^ 2 + Real.tanh x ^ 2 = 1 := by
  rw [sech, Real.tanh_eq_sinh_div_cosh, div_pow, div_pow, ← add_div, one_pow,
    div_eq_one_iff_eq (pow_ne_zero 2 (Real.cosh_pos x).ne')]
  linarith [Real.cosh_sq x]
```

The quotient rule gives

d/dt sech(bt) = −b sinh(bt) / cosh²(bt) = −b sech(bt) tanh(bt)
d/dt tanh(bt) = b (cosh²(bt) − sinh²(bt)) / cosh²(bt) = b sech²(bt).

In the proof, `congr_deriv` exchanges the raw output of the quotient rule for these forms.

```lean
/-- The time derivatives of `sech (b * t)` and `tanh (b * t)`. -/
theorem hasDerivAt_sech_tanh (b t : ℝ) :
    HasDerivAt (fun t => sech (b * t)) (-b * sech (b * t) * Real.tanh (b * t)) t ∧
    HasDerivAt (fun t => Real.tanh (b * t)) (b * sech (b * t) ^ 2) t := by
  have hl : HasDerivAt (fun t : ℝ => b * t) b t := by
    simpa using (hasDerivAt_id' t).const_mul b
  have hc : Real.cosh (b * t) ≠ 0 := (Real.cosh_pos _).ne'
  constructor
  · refine ((hasDerivAt_const t (1 : ℝ)).fun_div hl.cosh hc).congr_deriv ?_
    rw [sech, Real.tanh_eq_sinh_div_cosh]
    ring
  · have e : (fun t => Real.tanh (b * t)) =
        fun t => Real.sinh (b * t) / Real.cosh (b * t) :=
      funext fun _ => Real.tanh_eq_sinh_div_cosh _
    rw [e]
    refine (hl.sinh.fun_div hl.cosh hc).congr_deriv ?_
    rw [sech, one_div, inv_pow, ← div_eq_mul_inv]
    congr 1
    linear_combination b * Real.cosh_sq (b * t)
```

For the limits, cosh x ≥ eˣ/2 yields

0 < sech x ≤ 2 e⁻ˣ,

so sech x → 0 as x → ∞ by squeezing. From cosh x − sinh x = e⁻ˣ it follows that

tanh x = 1 − e⁻ˣ sech x → 1.

```lean
/-- At large positive argument sech tends to zero and tanh to one. -/
theorem tendsto_sech_tanh :
    Tendsto sech atTop (𝓝 0) ∧ Tendsto Real.tanh atTop (𝓝 1) := by
  have he : Tendsto (fun x : ℝ => Real.exp (-x)) atTop (𝓝 0) :=
    Real.tendsto_exp_neg_atTop_nhds_zero
  have h2 := he.const_mul 2
  rw [mul_zero] at h2
  have hs : Tendsto sech atTop (𝓝 0) := by
    refine squeeze_zero (fun x => (one_div_pos.mpr (Real.cosh_pos x)).le) (fun x => ?_) h2
    have e : Real.exp (-x) * Real.exp x = 1 := by rw [← Real.exp_add]; simp
    rw [sech, div_le_iff₀ (Real.cosh_pos x), Real.cosh_eq]
    nlinarith [sq_nonneg (Real.exp (-x))]
  refine ⟨hs, ?_⟩
  -- tanh x = 1 - exp(-x) sech x
  have h3 := (tendsto_const_nhds (x := (1 : ℝ))).sub (he.mul hs)
  rw [mul_zero, sub_zero] at h3
  refine h3.congr fun x => ?_
  have hc : Real.cosh x ≠ 0 := (Real.cosh_pos x).ne'
  rw [sech, Real.tanh_eq_sinh_div_cosh, ← Real.cosh_sub_sinh, eq_div_iff hc, sub_mul,
    mul_assoc, one_div, inv_mul_cancel₀ hc]
  ring
```

The square root enters the algebra only through

s · s⁻¹ = 1 and s = (1 + μ²) s⁻¹.

```lean
/-- The two algebraic relations obeyed by the amplitude factor `√(1 + μ²)`. -/
theorem amplitude_relations (μ : ℝ) :
    Real.sqrt (1 + μ ^ 2) * (Real.sqrt (1 + μ ^ 2))⁻¹ = 1 ∧
    Real.sqrt (1 + μ ^ 2) = (1 + μ ^ 2) * (Real.sqrt (1 + μ ^ 2))⁻¹ := by
  have hp : 0 < Real.sqrt (1 + μ ^ 2) := Real.sqrt_pos.mpr (by positivity)
  refine ⟨mul_inv_cancel₀ hp.ne', ?_⟩
  rw [← div_eq_mul_inv, eq_div_iff hp.ne']
  exact Real.mul_self_sqrt (by positivity)
```

## The trajectory solves the equations and inverts the spin

The transverse part has squared length (μ² + 1) sech²(bt) / s² = sech²(bt), hence

p_u² + p_v² + p_w² = sech²(bt) + tanh²(bt) = 1.

```lean
/-- The sech-pulse trajectory stays on the unit Bloch sphere. -/
theorem pulse_unit_norm (μ b t : ℝ) :
    pulseU μ b t ^ 2 + pulseV μ b t ^ 2 + pulseW b t ^ 2 = 1 := by
  obtain ⟨h1, h2⟩ := amplitude_relations μ
  simp only [pulseU, pulseV, pulseW]
  linear_combination sech_sq_add_tanh_sq (b * t) + sech (b * t) ^ 2 * h1
    - sech (b * t) ^ 2 * (Real.sqrt (1 + μ ^ 2))⁻¹ * h2
```

Now insert p into the Bloch equations, with all functions taken at bt:

dp_u/dt = μ b sech tanh / s = −D p_v
D p_u + W p_w = (s² − μ²) b sech tanh / s = b sech tanh / s = dp_v/dt
dp_w/dt = b sech² = −W p_v.

The second line uses s² − μ² = 1, the relation that matches the peak field to the sweep; the other two lines would hold for any nonzero s used in both W and p. The three bullets of the proof are these three lines; `linear_combination` supplies the relations for s. No adiabatic approximation is made, and μ and b may be any real numbers.

```lean
/-- The sech-pulse trajectory solves the Bloch equations of the sech pulse. -/
theorem pulse_solves (μ b : ℝ) :
    IsBlochSolution (rabi μ b) (detuning μ b) (pulseU μ b) (pulseV μ b) (pulseW b) := by
  obtain ⟨h1, h2⟩ := amplitude_relations μ
  refine ⟨fun t => ?_, fun t => ?_, fun t => ?_⟩
  · refine (((hasDerivAt_sech_tanh b t).1.const_mul (-μ)).div_const
      (Real.sqrt (1 + μ ^ 2))).congr_deriv ?_
    simp only [detuning, pulseV]
    ring
  · refine ((hasDerivAt_sech_tanh b t).1.fun_neg.div_const
      (Real.sqrt (1 + μ ^ 2))).congr_deriv ?_
    simp only [detuning, rabi, pulseU, pulseW]
    linear_combination (-(b * sech (b * t) * Real.tanh (b * t))) * h2
  · refine (hasDerivAt_sech_tanh b t).2.congr_deriv ?_
    simp only [rabi, pulseV]
    linear_combination (-(b * sech (b * t) ^ 2)) * h1
```

For b > 0, bt → ±∞ as t → ±∞. Because sech is even and tanh is odd, the limits at plus infinity also give those at minus infinity:

p(t) → (0, 0, −1) as t → −∞
p(t) → (0, 0, 1) as t → ∞.

In Lean, `atBot` and `atTop` stand for the remote past and the remote future.

```lean
/-- For `b > 0` the sech-pulse trajectory runs from `(0, 0, -1)` in the remote past to
`(0, 0, 1)` in the remote future. -/
theorem pulse_limits (μ : ℝ) {b : ℝ} (hb : 0 < b) :
    (Tendsto (pulseU μ b) atBot (𝓝 0) ∧ Tendsto (pulseV μ b) atBot (𝓝 0) ∧
      Tendsto (pulseW b) atBot (𝓝 (-1))) ∧
    (Tendsto (pulseU μ b) atTop (𝓝 0) ∧ Tendsto (pulseV μ b) atTop (𝓝 0) ∧
      Tendsto (pulseW b) atTop (𝓝 1)) := by
  obtain ⟨hs, ht⟩ := tendsto_sech_tanh
  have top : Tendsto (fun t : ℝ => b * t) atTop atTop := tendsto_id.const_mul_atTop hb
  have bot : Tendsto (fun t : ℝ => b * t) atBot atBot := tendsto_id.const_mul_atBot hb
  -- parity gives the limits at minus infinity
  have hs' : Tendsto sech atBot (𝓝 0) :=
    (hs.comp tendsto_neg_atBot_atTop).congr fun x => by simp [sech]
  have ht' : Tendsto Real.tanh atBot (𝓝 (-1)) :=
    (ht.comp tendsto_neg_atBot_atTop).neg.congr fun x => by simp [Real.tanh_neg]
  have key : ∀ l : Filter ℝ, Tendsto (fun t => sech (b * t)) l (𝓝 0) →
      Tendsto (pulseU μ b) l (𝓝 0) ∧ Tendsto (pulseV μ b) l (𝓝 0) := by
    intro l h
    have h1 := (h.const_mul (-μ)).div_const (Real.sqrt (1 + μ ^ 2))
    have h2 := h.neg.div_const (Real.sqrt (1 + μ ^ 2))
    rw [mul_zero, zero_div] at h1
    rw [neg_zero, zero_div] at h2
    exact ⟨h1, h2⟩
  obtain ⟨a1, a2⟩ := key atBot (hs'.comp bot)
  obtain ⟨c1, c2⟩ := key atTop (hs.comp top)
  exact ⟨⟨a1, a2, ht'.comp bot⟩, ⟨c1, c2, ht.comp top⟩⟩
```

## Every spin that starts down follows this trajectory

Let (u, v, w) and (u', v', w') be two solutions for the same W and D; the prime marks the second solution, not a derivative. Then

d/dt (u u' + v v' + w w')
= −D v u' − D u v' + (D u + W w) v' + v (D u' + W w') − W v w' − W w v'
= 0,

as the terms cancel in pairs. `ring` carries out the cancellation, and a function whose derivative vanishes everywhere is constant. Taking both solutions equal gives conservation of length.

```lean
/-- The scalar product of two Bloch vectors driven by the same field is constant in time. -/
theorem bloch_scalar_product_const {W D u v w u' v' w' : ℝ → ℝ}
    (h : IsBlochSolution W D u v w) (h' : IsBlochSolution W D u' v' w') (t₁ t₂ : ℝ) :
    u t₁ * u' t₁ + v t₁ * v' t₁ + w t₁ * w' t₁ =
      u t₂ * u' t₂ + v t₂ * v' t₂ + w t₂ * w' t₂ := by
  have hd : ∀ t, HasDerivAt (fun t => u t * u' t + v t * v' t + w t * w' t) 0 t := by
    intro t
    refine ((((h.du t).fun_mul (h'.du t)).fun_add ((h.dv t).fun_mul (h'.dv t))).fun_add
      ((h.dw t).fun_mul (h'.dw t))).congr_deriv ?_
    ring
  exact is_const_of_deriv_eq_zero (fun t => (hd t).differentiableAt)
    (fun t => (hd t).deriv) t₁ t₂
```

For b > 0, let r = (u, v, w) be a solution of the Bloch equations of the sech pulse that tends to (0, 0, −1) in the remote past. The products r·p and r·r are constant, and both tend to 1 as t → −∞, so both equal 1 at all times. Therefore

|r − p|² = r·r − 2 r·p + p·p = 1 − 2 + 1 = 0.

In the proof, `e1` and `e2` are the two constant products, obtained from uniqueness of limits, and `hdist` is the vanishing distance. A sum of squares is zero only if each square is, so r = p component by component, and r inherits the final limit (0, 0, 1).

```lean
/-- Complete inversion for `b > 0`: a solution of the Bloch equations of the sech pulse that tends
to `(0, 0, -1)` in the remote past follows the sech-pulse trajectory and ends at `(0, 0, 1)`. -/
theorem complete_inversion {μ b : ℝ} (hb : 0 < b) {u v w : ℝ → ℝ}
    (h : IsBlochSolution (rabi μ b) (detuning μ b) u v w)
    (hu : Tendsto u atBot (𝓝 0)) (hv : Tendsto v atBot (𝓝 0))
    (hw : Tendsto w atBot (𝓝 (-1))) :
    (u = pulseU μ b ∧ v = pulseV μ b ∧ w = pulseW b) ∧
    Tendsto u atTop (𝓝 0) ∧ Tendsto v atTop (𝓝 0) ∧ Tendsto w atTop (𝓝 1) := by
  obtain ⟨⟨pu, pv, pw⟩, hfinal⟩ := pulse_limits μ hb
  -- the squared distance between the two Bloch vectors vanishes at all times
  have hdist : ∀ t, (u t - pulseU μ b t) ^ 2 + (v t - pulseV μ b t) ^ 2
      + (w t - pulseW b t) ^ 2 = 0 := by
    intro t
    have l1 := (((hu.mul pu).add (hv.mul pv)).add (hw.mul pw)).congr
      (fun x => bloch_scalar_product_const h (pulse_solves μ b) x t)
    have l2 := (((hu.mul hu).add (hv.mul hv)).add (hw.mul hw)).congr
      (fun x => bloch_scalar_product_const h h x t)
    have e1 := tendsto_nhds_unique tendsto_const_nhds l1
    have e2 := tendsto_nhds_unique tendsto_const_nhds l2
    linear_combination e2 - 2 * e1 + pulse_unit_norm μ b t
  have eu : u = pulseU μ b := funext fun t => by
    have e : (u t - pulseU μ b t) ^ 2 = 0 := by
      linarith [hdist t, sq_nonneg (u t - pulseU μ b t), sq_nonneg (v t - pulseV μ b t),
        sq_nonneg (w t - pulseW b t)]
    exact sub_eq_zero.mp ((pow_eq_zero_iff two_ne_zero).mp e)
  have ev : v = pulseV μ b := funext fun t => by
    have e : (v t - pulseV μ b t) ^ 2 = 0 := by
      linarith [hdist t, sq_nonneg (u t - pulseU μ b t), sq_nonneg (v t - pulseV μ b t),
        sq_nonneg (w t - pulseW b t)]
    exact sub_eq_zero.mp ((pow_eq_zero_iff two_ne_zero).mp e)
  have ew : w = pulseW b := funext fun t => by
    have e : (w t - pulseW b t) ^ 2 = 0 := by
      linarith [hdist t, sq_nonneg (u t - pulseU μ b t), sq_nonneg (v t - pulseV μ b t),
        sq_nonneg (w t - pulseW b t)]
    exact sub_eq_zero.mp ((pow_eq_zero_iff two_ne_zero).mp e)
  rw [eu, ev, ew]
  exact ⟨⟨rfl, rfl, rfl⟩, hfinal⟩
```

## Reversal of the longitudinal component for any initial state

Now let r be any solution for the sech pulse with b > 0, of any length, as for a partially polarised ensemble. Write c = r·p and N = r·r, both constant. From (u ± 1)² ≥ 0 follows |u| ≤ (N + 1)/2 ≤ N + 1, and likewise for v and w. Rearranging the definition of c in two ways gives

w = −c + w (1 + p_w) + u p_u + v p_v
w = c + w (1 − p_w) − u p_u − v p_v.

In the remote past every product in the first line is a bounded factor times one that tends to zero, so w → −c. The second line gives w → c in the remote future. With m = −c, the component w goes from m to −m. The helper `hz` is the rule for such products. Nothing is said about limits of u and v, which in general keep precessing at the final detuning when μ ≠ 0.

```lean
/-- For `b > 0` and every solution of the Bloch equations of the sech pulse, the longitudinal
component has a limit in the remote past, and the sech pulse reverses its sign in the remote future.
-/
theorem longitudinal_reversal {μ b : ℝ} (hb : 0 < b) {u v w : ℝ → ℝ}
    (h : IsBlochSolution (rabi μ b) (detuning μ b) u v w) :
    ∃ m, Tendsto w atBot (𝓝 m) ∧ Tendsto w atTop (𝓝 (-m)) := by
  obtain ⟨⟨au, av, aw⟩, ⟨cu, cv, cw⟩⟩ := pulse_limits μ hb
  obtain ⟨c, hc⟩ : ∃ c, ∀ t, u t * pulseU μ b t + v t * pulseV μ b t + w t * pulseW b t = c :=
    ⟨_, fun t => bloch_scalar_product_const h (pulse_solves μ b) t 0⟩
  obtain ⟨N, hN⟩ : ∃ N, ∀ t, u t * u t + v t * v t + w t * w t = N :=
    ⟨_, fun t => bloch_scalar_product_const h h t 0⟩
  -- conservation of length bounds each component
  have bu : ∀ t, |u t| ≤ N + 1 := fun t => abs_le.mpr
    ⟨by nlinarith [hN t, sq_nonneg (u t + 1), sq_nonneg (u t), sq_nonneg (v t), sq_nonneg (w t)],
     by nlinarith [hN t, sq_nonneg (u t - 1), sq_nonneg (u t), sq_nonneg (v t), sq_nonneg (w t)]⟩
  have bv : ∀ t, |v t| ≤ N + 1 := fun t => abs_le.mpr
    ⟨by nlinarith [hN t, sq_nonneg (v t + 1), sq_nonneg (u t), sq_nonneg (v t), sq_nonneg (w t)],
     by nlinarith [hN t, sq_nonneg (v t - 1), sq_nonneg (u t), sq_nonneg (v t), sq_nonneg (w t)]⟩
  have bw : ∀ t, |w t| ≤ N + 1 := fun t => abs_le.mpr
    ⟨by nlinarith [hN t, sq_nonneg (w t + 1), sq_nonneg (u t), sq_nonneg (v t), sq_nonneg (w t)],
     by nlinarith [hN t, sq_nonneg (w t - 1), sq_nonneg (u t), sq_nonneg (v t), sq_nonneg (w t)]⟩
  have hz : ∀ (f g : ℝ → ℝ) (l : Filter ℝ), (∀ t, |f t| ≤ N + 1) → Tendsto g l (𝓝 0) →
      Tendsto (fun t => f t * g t) l (𝓝 0) := by
    intro f g l hf hg
    have hk := hg.abs.const_mul (N + 1)
    rw [abs_zero, mul_zero] at hk
    refine squeeze_zero_norm (fun t => ?_) hk
    rw [Real.norm_eq_abs, abs_mul]
    exact mul_le_mul_of_nonneg_right (hf t) (abs_nonneg _)
  refine ⟨-c, ?_, ?_⟩
  · have hp := aw.const_add 1
    rw [add_neg_cancel] at hp
    have hl := (((hz w _ _ bw hp).add (hz u _ _ bu au)).add (hz v _ _ bv av)).const_add (-c)
    rw [add_zero, add_zero, add_zero] at hl
    exact hl.congr fun t => by linear_combination hc t
  · have hp := cw.const_sub 1
    rw [sub_self] at hp
    have hl := (((hz w _ _ bw hp).sub (hz u _ _ bu cu)).sub (hz v _ _ bv cv)).const_add c
    rw [sub_zero, sub_zero, add_zero] at hl
    rw [neg_neg]
    exact hl.congr fun t => by linear_combination -hc t

end

end SechPulseInversion
```

```lean
#print axioms SechPulseInversion.complete_inversion
#print axioms SechPulseInversion.longitudinal_reversal
```

```
'SechPulseInversion.complete_inversion' depends on axioms: [propext, Classical.choice, Quot.sound]
'SechPulseInversion.longitudinal_reversal' depends on axioms: [propext, Classical.choice, Quot.sound]
```

## Finite pulses, offsets and a spinor version

For a single spin-½ without relaxation, with exactly this amplitude and a sweep centred on its resonance, the result gives a closed-form reference for pulse simulations. In NMR the frequency-swept sech pulse is valued for tolerating a range of field strengths and offsets; the theorems treat neither a different amplitude nor a constant offset added to D.

One way to simulate the pulse is to cut it off at ±T and multiply short rotations about (−W, 0, D). Conservation of the scalar product then bounds the truncation error, by an estimate that goes beyond the checked file. A spin placed exactly at (0, 0, −1) at time −T is a distance √(2 − 2 tanh(bT)) from p. That distance is conserved, and p is equally far from (0, 0, 1) at time T, so

1 − w(T) ≤ 4 (1 − tanh(bT)).

For bT = 5 the right-hand side is about 0.0004. A larger deviation in a simulation with these settings is not explained by the truncation; too long a time step is one possible cause. The check does not detect a reversed sign of W or of D, since either reversal leaves w(T) unchanged for this initial state.

The same pulse could be modelled by the Schrödinger equation for two complex spin amplitudes. That version would keep the overall phase of the spin state, which the Bloch vector discards. In the same frame, with spin energies ±D/2 in angular units, the amplitude of a spin that starts down has no limit as t → −∞ when μ ≠ 0, because its phase keeps rotating. The initial condition could then be put on the moduli, or on amplitudes with that phase removed.
